# Boltzmann weights are stationary under Marcus hopping with symmetric couplings and reorganization energies

Take a finite set of sites with energies E_i, and let β = 1/kT > 0. A carrier hops from i to j with the Marcus rate

k_ij = A_ij exp(−β(L_ij + E_j − E_i)² / (4L_ij)),

where the prefactor A_ij = A_ji ≥ 0 contains the electronic coupling and L_ij = L_ji > 0 is the reorganization energy. I believe that the weights w_i = exp(−βE_i) are stationary under the master equation even when L_ij differs from pair to pair. Can this be made rigorous and machine-checked? And what happens if L_ij ≠ L_ji?

## Both directions of a hop cross at the same energy

Write d = E_j − E_i and L = L_ij for a pair i ≠ j. Expanding the square gives

(L + d)²/(4L) = L/4 + d/2 + d²/(4L).

Adding E_i, and using E_i + d/2 = (E_i + E_j)/2, gives the energy at which the two Marcus parabolas, E_i + Ls² and E_j + L(s − 1)² along a dimensionless reaction coordinate s, cross:

C_ij = (E_i + E_j)/2 + L/4 + (E_j − E_i)²/(4L).

Hence

w_i k_ij = A_ij exp(−βC_ij).

Exchanging i and j changes neither A_ij nor C_ij, so w_i k_ij = w_j k_ji. Every term of the master equation then vanishes:

dp_i/dt = Σ_j (p_j k_ji − p_i k_ij) = 0 at p = w.

Dividing by Z = Σ_j w_j preserves this and gives probabilities that sum to one. With a single site, only the self-term remains; it cancels, and the probability is 1.

For a general energy change d forward and −d backward, with the same nonzero prefactor and the same L in both directions, positive populations p and q balance a pair exactly when

ln p − β(L + d)²/(4L) = ln q − β(L − d)²/(4L).

The two squares differ by 4Ld, so this says βd = ln p − ln q. Around a loop of three balanced pairs, all with nonzero prefactors, the logarithms cancel, and since β > 0 the energy changes sum to zero.

Now apply the same rate formula with reorganization energy x forward and y backward. This is a formal test of the symmetry hypothesis: for two parabolas of unequal curvature the Marcus formula itself no longer holds. With D = E_j − E_i, the two values of C computed this way differ by

(x − y)(xy − D²)/(4xy).

They agree exactly when x = y or xy = D².

## What the theorems assume

`hoppingRate β A L E i j` is the rate from `i` to `j`, `boltzmann` is the unnormalised weight, and `masterRHS` is gain minus loss. `boltzmann_stationary` states that this right-hand side is zero at every site of a finite type `ι`; `canonical_stationary` treats the normalised probabilities on a nonempty one.

The hypotheses `hA` and `hL` are the two symmetries. Physically, they stand for a coupling of equal strength in both directions and parabolas of equal curvature. Positivity of `L i j` is required only for distinct sites. These theorems need no sign condition on `β` or `A`, so they include the physical case.

`two_site_stationary_iff` assumes positive `β` and one positive prefactor `a` for both directions, even when the reorganization energies differ. The usual nonadiabatic Marcus prefactor is proportional to L^(−1/2) and would then differ between the directions; this formal test leaves that out.

The model describes one carrier with classical site probabilities. Uniqueness of the stationary state and relaxation towards it are not addressed. For simulations of such single-carrier hopping on a finite network, the result supplies an equilibrium distribution to test against.

```lean
import Mathlib

open Finset

namespace MarcusHoppingNetwork

noncomputable section

/-- Marcus rate at inverse temperature `β = 1/kT`, with coupling prefactor `A`,
reorganization energy `L` and energy change `d` of the hop. -/
def marcusRate (β A L d : ℝ) : ℝ :=
  A * Real.exp (-(β * (L + d) ^ 2 / (4 * L)))

/-- Energy at which two Marcus parabolas with minima `e` and `e'` and reorganization
energy `L` cross. -/
def crossingEnergy (L e e' : ℝ) : ℝ :=
  (e + e') / 2 + L / 4 + (e' - e) ^ 2 / (4 * L)

variable {ι : Type*}

/-- Marcus rate for the hop from site `i` to site `j` of a network with site energies `E`. -/
def hoppingRate (β : ℝ) (A L : ι → ι → ℝ) (E : ι → ℝ) (i j : ι) : ℝ :=
  marcusRate β (A i j) (L i j) (E j - E i)

/-- Boltzmann weight of site `i`. -/
def boltzmann (β : ℝ) (E : ι → ℝ) (i : ι) : ℝ :=
  Real.exp (-(β * E i))

/-- Right-hand side of the master equation at site `i`: gain minus loss, where `k i j` is
the rate from `i` to `j`. -/
def masterRHS [Fintype ι] (k : ι → ι → ℝ) (p : ι → ℝ) (i : ι) : ℝ :=
  ∑ j, (p j * k j i - p i * k i j)

/-- The Boltzmann weight of the initial site times the Marcus rate is the coupling prefactor
times the Boltzmann factor of the crossing energy. -/
theorem equilibrium_flux {β A L e e' : ℝ} (hL : L ≠ 0) :
    Real.exp (-(β * e)) * marcusRate β A L (e' - e)
      = A * Real.exp (-(β * crossingEnergy L e e')) := by
  -- expand the Marcus barrier
  have h : (L + (e' - e)) ^ 2 / (4 * L)
      = L / 4 + (e' - e) / 2 + (e' - e) ^ 2 / (4 * L) := by
    field_simp
    ring
  have hexp : -(β * e) + -(β * (L + (e' - e)) ^ 2 / (4 * L))
      = -(β * crossingEnergy L e e') := by
    rw [mul_div_assoc, h, crossingEnergy]
    ring
  rw [marcusRate, mul_left_comm, ← Real.exp_add, hexp]

/-- In a network with symmetric couplings and reorganization energies, the Boltzmann-weighted
Marcus fluxes between any two sites are equal. -/
theorem detailed_balance {β : ℝ} {A L : ι → ι → ℝ} (E : ι → ℝ)
    (hA : ∀ i j, A i j = A j i) (hL : ∀ i j, L i j = L j i)
    (hpos : ∀ i j, i ≠ j → 0 < L i j) (i j : ι) :
    boltzmann β E i * hoppingRate β A L E i j
      = boltzmann β E j * hoppingRate β A L E j i := by
  by_cases hij : i = j
  · subst hij
    rfl
  · -- both fluxes pass through the same crossing energy
    have hc : crossingEnergy (L j i) (E j) (E i) = crossingEnergy (L i j) (E i) (E j) := by
      rw [hL j i, crossingEnergy, crossingEnergy]
      ring
    simp only [boltzmann, hoppingRate]
    rw [equilibrium_flux (hpos i j hij).ne', equilibrium_flux (hpos j i (Ne.symm hij)).ne',
      hc, hA j i]

/-- Marcus hopping on a finite network with symmetric couplings and symmetric, positive
reorganization energies, which may vary from pair to pair, leaves the Boltzmann weights stationary
under the master equation. -/
theorem boltzmann_stationary [Fintype ι] {β : ℝ} {A L : ι → ι → ℝ} (E : ι → ℝ)
    (hA : ∀ i j, A i j = A j i) (hL : ∀ i j, L i j = L j i)
    (hpos : ∀ i j, i ≠ j → 0 < L i j) (i : ι) :
    masterRHS (hoppingRate β A L E) (boltzmann β E) i = 0 :=
  Finset.sum_eq_zero fun j _ => sub_eq_zero.mpr (detailed_balance E hA hL hpos j i)

/-- The canonical occupation probabilities sum to one and are stationary under Marcus hopping with
symmetric couplings and symmetric, positive reorganization energies. -/
theorem canonical_stationary [Fintype ι] [Nonempty ι] {β : ℝ} {A L : ι → ι → ℝ}
    (E : ι → ℝ) (hA : ∀ i j, A i j = A j i) (hL : ∀ i j, L i j = L j i)
    (hpos : ∀ i j, i ≠ j → 0 < L i j) :
    (∑ i, boltzmann β E i / ∑ j, boltzmann β E j) = 1 ∧
    ∀ i, masterRHS (hoppingRate β A L E)
      (fun i => boltzmann β E i / ∑ j, boltzmann β E j) i = 0 := by
  constructor
  · have hZ : 0 < ∑ j, boltzmann β E j :=
      Finset.sum_pos (fun j _ => Real.exp_pos _) Finset.univ_nonempty
    rw [← Finset.sum_div, div_self hZ.ne']
  · intro i
    refine Finset.sum_eq_zero fun j _ => sub_eq_zero.mpr ?_
    simp only [div_mul_eq_mul_div]
    rw [detailed_balance E hA hL hpos j i]

/-- Positive populations `p` and `q` balance a Marcus pair with nonzero prefactor and energy change
`d` exactly when `β d = ln p - ln q`. -/
theorem pair_balance_iff {β A L d p q : ℝ} (hA : A ≠ 0) (hL : L ≠ 0)
    (hp : 0 < p) (hq : 0 < q) :
    p * marcusRate β A L d = q * marcusRate β A L (-d)
      ↔ β * d = Real.log p - Real.log q := by
  -- absorb the population into the exponent
  have key : ∀ r : ℝ, 0 < r → ∀ x : ℝ, r * marcusRate β A L x
      = A * Real.exp (Real.log r - β * (L + x) ^ 2 / (4 * L)) := by
    intro r hr x
    rw [marcusRate, sub_eq_add_neg, Real.exp_add, Real.exp_log hr]
    ring
  have h : (L + d) ^ 2 / (4 * L) - (L + -d) ^ 2 / (4 * L) = d := by
    field_simp
    ring
  rw [key p hp, key q hq, mul_right_inj' hA, Real.exp_injective.eq_iff]
  constructor <;> intro e <;> linear_combination (-1 : ℝ) * e - β * h

/-- If positive populations balance all three pairs of a Marcus loop with nonzero `β` and nonzero
prefactors, the energy changes around the loop sum to zero. -/
theorem loop_force_eq_zero {β A₁ A₂ A₃ L₁ L₂ L₃ d₁ d₂ d₃ p q r : ℝ} (hβ : β ≠ 0)
    (hA₁ : A₁ ≠ 0) (hA₂ : A₂ ≠ 0) (hA₃ : A₃ ≠ 0)
    (hL₁ : L₁ ≠ 0) (hL₂ : L₂ ≠ 0) (hL₃ : L₃ ≠ 0)
    (hp : 0 < p) (hq : 0 < q) (hr : 0 < r)
    (h₁ : p * marcusRate β A₁ L₁ d₁ = q * marcusRate β A₁ L₁ (-d₁))
    (h₂ : q * marcusRate β A₂ L₂ d₂ = r * marcusRate β A₂ L₂ (-d₂))
    (h₃ : r * marcusRate β A₃ L₃ d₃ = p * marcusRate β A₃ L₃ (-d₃)) :
    d₁ + d₂ + d₃ = 0 := by
  have e₁ := (pair_balance_iff hA₁ hL₁ hp hq).mp h₁
  have e₂ := (pair_balance_iff hA₂ hL₂ hq hr).mp h₂
  have e₃ := (pair_balance_iff hA₃ hL₃ hr hp).mp h₃
  -- the logarithms telescope around the loop
  have h : β * (d₁ + d₂ + d₃) = 0 := by linear_combination e₁ + e₂ + e₃
  exact (mul_eq_zero.mp h).resolve_left hβ

/-- The forward and backward crossing energies of a pair with reorganization energies `x`
and `y` agree exactly when `x = y` or `x y` is the squared energy difference. -/
theorem crossingEnergy_eq_iff {x y e e' : ℝ} (hx : 0 < x) (hy : 0 < y) :
    crossingEnergy x e e' = crossingEnergy y e' e ↔ x = y ∨ x * y = (e' - e) ^ 2 := by
  have fac : crossingEnergy x e e' - crossingEnergy y e' e
      = (x - y) * (x * y - (e' - e) ^ 2) / (4 * x * y) := by
    unfold crossingEnergy
    field_simp
    ring
  have hne : 4 * x * y ≠ 0 := by positivity
  constructor
  · intro h
    rw [sub_eq_zero.mpr h] at fac
    have h0 := (div_eq_zero_iff.mp fac.symm).resolve_right hne
    exact (mul_eq_zero.mp h0).imp sub_eq_zero.mp sub_eq_zero.mp
  · intro h
    apply sub_eq_zero.mp
    rw [fac]
    rcases h with h | h
    · rw [sub_eq_zero.mpr h, zero_mul, zero_div]
    · rw [sub_eq_zero.mpr h, mul_zero, zero_div]

/-- For two sites with positive `β`, one positive prefactor for both directions and possibly
different forward and backward reorganization energies, the Boltzmann weights are stationary exactly
when these energies are equal or their product is the squared site-energy difference. -/
theorem two_site_stationary_iff {β a : ℝ} (hβ : 0 < β) (ha : 0 < a)
    (L : Fin 2 → Fin 2 → ℝ) (E : Fin 2 → ℝ) (h01 : 0 < L 0 1) (h10 : 0 < L 1 0) :
    (∀ i, masterRHS (hoppingRate β (fun _ _ => a) L E) (boltzmann β E) i = 0)
      ↔ L 0 1 = L 1 0 ∨ L 0 1 * L 1 0 = (E 1 - E 0) ^ 2 := by
  -- with two sites, stationarity is the balance of a single pair
  have step : (∀ i, masterRHS (hoppingRate β (fun _ _ => a) L E) (boltzmann β E) i = 0)
      ↔ boltzmann β E 0 * hoppingRate β (fun _ _ => a) L E 0 1
        = boltzmann β E 1 * hoppingRate β (fun _ _ => a) L E 1 0 := by
    simp only [masterRHS, Fin.forall_fin_two, Fin.sum_univ_two]
    constructor
    · rintro ⟨h, _⟩
      linarith
    · intro h
      constructor <;> linarith
  rw [step]
  simp only [boltzmann, hoppingRate]
  rw [equilibrium_flux h01.ne', equilibrium_flux h10.ne', mul_right_inj' ha.ne',
    Real.exp_injective.eq_iff, neg_inj, mul_right_inj' hβ.ne']
  exact crossingEnergy_eq_iff h01 h10

end

end MarcusHoppingNetwork
```

```lean
#print axioms MarcusHoppingNetwork.boltzmann_stationary
#print axioms MarcusHoppingNetwork.canonical_stationary
#print axioms MarcusHoppingNetwork.loop_force_eq_zero
#print axioms MarcusHoppingNetwork.two_site_stationary_iff
```

```
'MarcusHoppingNetwork.boltzmann_stationary' depends on axioms: [propext, Classical.choice, Quot.sound]
'MarcusHoppingNetwork.canonical_stationary' depends on axioms: [propext, Classical.choice, Quot.sound]
'MarcusHoppingNetwork.loop_force_eq_zero' depends on axioms: [propext, Classical.choice, Quot.sound]
'MarcusHoppingNetwork.two_site_stationary_iff' depends on axioms: [propext, Classical.choice, Quot.sound]
```

## From crossing energies to stationarity in Lean

`equilibrium_flux` expands the barrier with `field_simp` and `ring`, then merges the exponentials. `detailed_balance` treats `i = j` separately and otherwise uses the symmetry of the crossing energy. `boltzmann_stationary` applies it to each term of the sum; `canonical_stationary` also uses Z > 0.

`pair_balance_iff` moves the populations into the exponents as logarithms and uses injectivity of the exponential. `loop_force_eq_zero` adds three such equations and cancels the nonzero `β`.

`crossingEnergy_eq_iff` proves the factorisation above and reads off its zeros. `two_site_stationary_iff` first reduces stationarity to the balance of one pair, then cancels `a`, the exponential and `β` to reach that criterion.

## Two sites with numbers

Let β = 1 and A = 1, with E_0 = 0, E_1 = 2 and L_01 = L_10 = 1, in matching units. Then

k_01 = exp(−9/4), k_10 = exp(−1/4),

w_0 k_01 = exp(−9/4) = exp(−2) exp(−1/4) = w_1 k_10.

The normalised probabilities are 1/(1 + e⁻²) ≈ 0.881 and 0.119.

Now change only L_10 to 4, keeping A = 1 in both directions. The backward barrier is (4 − 2)²/16 = 1/4, as before, so the balance survives. This is the exceptional case L_01 L_10 = (E_1 − E_0)². With L_10 = 2 the backward barrier is zero, and the balance fails.
